# Equal mean squares of the two kinetic momenta in a stationary Landau-level state

## Momenta, Hamiltonian and stationary functionals

Let $R$ be an associative complex algebra with unit, and write $[A,B]=AB-BA$. Two elements $P,Q\in R$ stand for the in-plane kinetic momenta of a charge in a uniform magnetic field. They satisfy

$$[P,Q]=ic\,1,\qquad c\in\mathbb R .$$

For a particle of charge $q$ and unit mass in a perpendicular field $B$, $c=\hbar qB$; its sign depends on the charge and the field direction, and its size is $\hbar$ times the cyclotron frequency. The commutation relation is assumed, not derived from a vector potential.

In Lean, $R$ is a `Ring` with an `Algebra ℂ R` structure. It carries no adjoint, norm or Hilbert space, so $P$ and $Q$ need not be Hermitian. Products are always defined, so questions about the domains of unbounded operators do not arise in this setting and must be settled separately in a concrete one.

```lean
import Mathlib

open Complex (I)
open Polynomial (X derivative)

namespace LandauEquipartition

noncomputable section

variable {R : Type*} [Ring R] [Algebra ℂ R]
```

The Hamiltonian is the kinetic energy in the plane,

$$H=\tfrac12(P^2+Q^2).$$

There is no potential, spin or interaction between particles.

```lean
/-- The Landau Hamiltonian `(P² + Q²)/2` built from two kinetic momenta. -/
def landauH (P Q : R) : R := (1 / 2 : ℂ) • (P ^ 2 + Q ^ 2)
```

A state enters only through its expectation values, as a linear functional $w:R\to\mathbb C$. Since $\frac{d}{dt}\langle A\rangle=\frac{i}{\hbar}\langle[H,A]\rangle$ for an $A$ without explicit time dependence, a stationary state is one with $w([H,A])=0$ for every $A$. Neither positivity nor $w(1)=1$ is required; when $w(1)\neq0$, normalised expectation values are $w(A)/w(1)$.

```lean
/-- A linear functional is stationary for `H` if it vanishes on every commutator with `H`. -/
def IsStationary (w : R →ₗ[ℂ] ℂ) (H : R) : Prop := ∀ A : R, w (H * A - A * H) = 0
```

## The cyclotron equations of motion

$P$ commutes with $P^2$, so only $Q^2$ contributes to its commutator with $H$:

$$[H,P]=\tfrac12[Q^2,P]=\tfrac12\bigl(Q[Q,P]+[Q,P]Q\bigr)=-icQ .$$

In the code, `e` is the expansion of $[Q^2,P]$ and `e2` removes the $P^2$ term. The hypothesis `h` is the commutation relation, with $ic\,1$ written as `(I * c) • (1 : R)`.

```lean
/-- Cyclotron equation of motion for the first kinetic momentum: `[H, P] = -ic Q`. -/
theorem comm_H_P {P Q : R} {c : ℝ} (h : P * Q - Q * P = (I * c) • (1 : R)) :
    landauH P Q * P - P * landauH P Q = (-(I * c)) • Q := by
  have e : Q * Q * P - P * (Q * Q) = -(Q * (P * Q - Q * P) + (P * Q - Q * P) * Q) := by
    noncomm_ring
  rw [h] at e
  simp only [mul_smul_comm, smul_mul_assoc, mul_one, one_mul] at e
  have e2 : landauH P Q * P - P * landauH P Q = (1 / 2 : ℂ) • (Q * Q * P - P * (Q * Q)) := by
    simp only [landauH, pow_two, smul_mul_assoc, mul_smul_comm, add_mul, mul_add, mul_assoc]
    module
  rw [e2, e]
  module
```

The identity `e` is proved by `noncomm_ring`, before the commutation relation is used. This tactic multiplies out, reassociates products and collects like terms without ever exchanging two factors, so it can prove identities valid in every ring, but it does not know that $[P,Q]=ic$. The identity is therefore stated with `P * Q - Q * P` standing as a visible block on the right. Once it is proved, `rw [h]` replaces each block by the scalar $ic$, just as one substitutes the canonical commutator by hand. The tactic `module` then handles the scalar coefficients.

The second equation follows in the same way, with the opposite sign:

$$[H,Q]=\tfrac12[P^2,Q]=\tfrac12\bigl(P[P,Q]+[P,Q]P\bigr)=icP .$$

```lean
/-- Cyclotron equation of motion for the second kinetic momentum: `[H, Q] = ic P`. -/
theorem comm_H_Q {P Q : R} {c : ℝ} (h : P * Q - Q * P = (I * c) • (1 : R)) :
    landauH P Q * Q - Q * landauH P Q = (I * c) • P := by
  have e : P * P * Q - Q * (P * P) = P * (P * Q - Q * P) + (P * Q - Q * P) * P := by
    noncomm_ring
  rw [h] at e
  simp only [mul_smul_comm, smul_mul_assoc, mul_one, one_mul] at e
  have e2 : landauH P Q * Q - Q * landauH P Q = (1 / 2 : ℂ) • (P * P * Q - Q * (P * P)) := by
    simp only [landauH, pow_two, smul_mul_assoc, mul_smul_comm, add_mul, mul_add, mul_assoc]
    module
  rw [e2, e]
  module
```

## Equal shares for the two directions

The product rule $[H,AB]=[H,A]B+A[H,B]$ gives

$$[H,PQ]=-icQ^2+icP^2,\qquad [H,P^2]=-ic(QP+PQ).$$

Applying a stationary $w$ to both yields

$$ic\,\bigl(w(P^2)-w(Q^2)\bigr)=0,\qquad ic\,w(PQ+QP)=0 .$$

For $c\neq0$ the factor $ic$ can be cancelled. Since $w(H)=\frac12\bigl(w(P^2)+w(Q^2)\bigr)$, it follows that

$$w(P^2)=w(Q^2)=w(H),\qquad w(PQ+QP)=0 .$$

The product rule is `leib`, the two balance equations are `h1` and `h2`, and `hH` is the formula for $w(H)$. After $w$ has been applied, everything is a complex number, and `linear_combination` finishes the ordinary algebra.

```lean
/-- Landau-level equipartition: for `c ≠ 0`, in a stationary state both squared kinetic momenta have
the expectation value of `H`, and the symmetrised cross moment vanishes. -/
theorem equipartition {P Q : R} {c : ℝ} (hc : c ≠ 0)
    (h : P * Q - Q * P = (I * c) • (1 : R)) {w : R →ₗ[ℂ] ℂ}
    (hw : IsStationary w (landauH P Q)) :
    w (P ^ 2) = w (landauH P Q) ∧ w (Q ^ 2) = w (landauH P Q) ∧ w (P * Q + Q * P) = 0 := by
  have hic : I * (c : ℂ) ≠ 0 := mul_ne_zero Complex.I_ne_zero (by exact_mod_cast hc)
  have leib : ∀ A B : R, landauH P Q * (A * B) - A * B * landauH P Q
      = (landauH P Q * A - A * landauH P Q) * B
        + A * (landauH P Q * B - B * landauH P Q) := by
    intro A B
    noncomm_ring
  -- stationarity of `PQ` balances the two squares
  have h1 : (I * c) * (w (P ^ 2) - w (Q ^ 2)) = 0 := by
    have e := hw (P * Q)
    rw [leib, comm_H_P h, comm_H_Q h, smul_mul_assoc, mul_smul_comm, map_add, map_smul,
      map_smul, smul_eq_mul, smul_eq_mul] at e
    rw [pow_two, pow_two]
    linear_combination e
  -- stationarity of `P²` removes the cross moment
  have h2 : (I * c) * w (P * Q + Q * P) = 0 := by
    have e := hw (P * P)
    rw [leib, comm_H_P h, smul_mul_assoc, mul_smul_comm, map_add, map_smul,
      map_smul, smul_eq_mul, smul_eq_mul] at e
    rw [map_add]
    linear_combination -e
  have h3 : w (P ^ 2) - w (Q ^ 2) = 0 := (mul_eq_zero.mp h1).resolve_left hic
  have hH : w (landauH P Q) = (1 / 2) * (w (P ^ 2) + w (Q ^ 2)) := by
    rw [landauH, map_smul, map_add, smul_eq_mul]
  refine ⟨?_, ?_, (mul_eq_zero.mp h2).resolve_left hic⟩
  · rw [hH]
    linear_combination (1 / 2) * h3
  · rw [hH]
    linear_combination (-1 / 2) * h3
```

Equipartition here means an equal division of the energy between two directions. No temperature is assumed, and the share is $w(H)/2$ for each quadratic term, which need not equal the classical thermal value $k_BT/2$. For a single charge in a uniform field, with no other potential, this gives a consistency test for numerically computed Landau-level eigenstates. The test holds only up to the errors of a finite grid or basis, and it can fail for states pressed against a wall.

The condition $c\neq0$ matters. Take $R=\mathbb C$, $P=1$, $Q=0$ and $w(A)=A$. Then $c=0$, and every functional is stationary because everything commutes, yet $w(P^2)=1$, $w(Q^2)=0$ and $w(H)=\frac12$. This is a free particle moving along one axis: without a field, nothing turns its momentum into the other direction.

## Second moments along any direction

For $u,v\in\mathbb C$,

$$(uP+vQ)^2=u^2P^2+v^2Q^2+uv(PQ+QP),$$

and the previous result gives

$$w\bigl((uP+vQ)^2\bigr)=(u^2+v^2)\,w(H).$$

With $u=\cos\theta$ and $v=\sin\theta$ the right-hand side is $w(H)$ for every angle $\theta$. For complex coefficients the factor is $u^2+v^2$, not $|u|^2+|v|^2$.

```lean
/-- For `c ≠ 0`, the second moment of any combination `uP + vQ` in a stationary state is `(u² + v²)`
times the expectation value of `H`. -/
theorem isotropy {P Q : R} {c : ℝ} (hc : c ≠ 0)
    (h : P * Q - Q * P = (I * c) • (1 : R)) {w : R →ₗ[ℂ] ℂ}
    (hw : IsStationary w (landauH P Q)) (u v : ℂ) :
    w ((u • P + v • Q) ^ 2) = (u ^ 2 + v ^ 2) * w (landauH P Q) := by
  obtain ⟨hP, hQ, hPQ⟩ := equipartition hc h hw
  have e : (u • P + v • Q) ^ 2
      = (u * u) • P ^ 2 + (v * v) • Q ^ 2 + (u * v) • (P * Q + Q * P) := by
    simp only [pow_two, mul_add, add_mul, smul_mul_assoc, mul_smul_comm]
    module
  rw [e, map_add, map_add, map_smul, map_smul, map_smul, hP, hQ, hPQ]
  simp only [smul_eq_mul]
  ring
```

The symmetrised cross moment vanishes, but the ordered one retains the commutator. Adding

$$w(PQ)+w(QP)=0,\qquad w(PQ)-w(QP)=ic\,w(1)$$

and halving gives $w(PQ)=\frac{ic}{2}w(1)$. In the proof, `h2` is the commutation relation with $w$ applied to both sides.

```lean
/-- For `c ≠ 0`, the ordered cross moment `w(PQ)` in a stationary state equals `(ic/2) w(1)`. -/
theorem cross_moment {P Q : R} {c : ℝ} (hc : c ≠ 0)
    (h : P * Q - Q * P = (I * c) • (1 : R)) {w : R →ₗ[ℂ] ℂ}
    (hw : IsStationary w (landauH P Q)) : w (P * Q) = I * c / 2 * w 1 := by
  have h1 := (equipartition hc h hw).2.2
  have h2 := congrArg w h
  rw [map_add] at h1
  rw [map_sub, map_smul, smul_eq_mul] at h2
  linear_combination (1 / 2) * h1 + (1 / 2) * h2
```

## Energy shifts and the selection rule

Suppose $[H,A]=\alpha A$ and $[H,B]=\beta B$. In a representation, $A$ then sends an eigenvector of energy $E$ to one of energy $E+\alpha$, or to zero. By the product rule, the shifts add:

$$[H,AB]=\alpha AB+\beta AB=(\alpha+\beta)AB .$$

```lean
/-- If `[H, A] = αA` and `[H, B] = βB`, then `[H, AB] = (α + β)AB`. -/
theorem shift_mul {H A B : R} {α β : ℂ} (hA : H * A - A * H = α • A)
    (hB : H * B - B * H = β • B) : H * (A * B) - A * B * H = (α + β) • (A * B) := by
  have e : H * (A * B) - A * B * H = (H * A - A * H) * B + A * (H * B - B * H) := by
    noncomm_ring
  rw [e, hA, hB, smul_mul_assoc, mul_smul_comm, add_smul]
```

Induction on $n$ gives $[H,A^n]=n\alpha A^n$. The case $n=0$ says that the unit commutes with $H$; each further factor adds $\alpha$.

```lean
/-- If `[H, A] = αA`, then `[H, Aⁿ] = nα Aⁿ` for every natural number `n`. -/
theorem shift_pow {H A : R} {α : ℂ} (hA : H * A - A * H = α • A) (n : ℕ) :
    H * A ^ n - A ^ n * H = ((n : ℂ) * α) • A ^ n := by
  induction n with
  | zero => simp
  | succ n ih =>
    rw [pow_succ, shift_mul ih hA]
    congr 1
    push_cast
    ring
```

The cyclotron equations combine into

$$[H,P+iQ]=-c(P+iQ),\qquad [H,P-iQ]=c(P-iQ).$$

For $c>0$ the first operator lowers the energy and the second raises it; for $c<0$ the roles are exchanged. Hence, for natural numbers $m$ and $n$,

$$[H,(P-iQ)^m(P+iQ)^n]=(m-n)c\,(P-iQ)^m(P+iQ)^n .$$

Stationarity makes $(m-n)c$ times the moment vanish. If $m\neq n$ and $c\neq0$, then

$$w\bigl((P-iQ)^m(P+iQ)^n\bigr)=0 .$$

The two shifts are `ha` and `hb`. The final case split considers which factor of the vanishing product is zero: the prefactor would force $m=n$, so it must be the moment.

```lean
/-- Selection rule: for `c ≠ 0`, in a stationary state the moment of `(P - iQ)^m (P + iQ)^n`
vanishes whenever `m ≠ n`. -/
theorem selection_rule {P Q : R} {c : ℝ} (hc : c ≠ 0)
    (h : P * Q - Q * P = (I * c) • (1 : R)) {w : R →ₗ[ℂ] ℂ}
    (hw : IsStationary w (landauH P Q)) {m n : ℕ} (hmn : m ≠ n) :
    w ((P - I • Q) ^ m * (P + I • Q) ^ n) = 0 := by
  have hc' : (c : ℂ) ≠ 0 := by exact_mod_cast hc
  have hI : I • ((I * (c : ℂ)) • P) = (-(c : ℂ)) • P := by
    rw [smul_smul, ← mul_assoc, Complex.I_mul_I, neg_one_mul]
  -- commutators of `H` with `P + iQ` and `P - iQ`: factors `-c` and `c`
  have ha : landauH P Q * (P + I • Q) - (P + I • Q) * landauH P Q
      = (-(c : ℂ)) • (P + I • Q) := by
    have e : landauH P Q * (P + I • Q) - (P + I • Q) * landauH P Q
        = (landauH P Q * P - P * landauH P Q)
          + I • (landauH P Q * Q - Q * landauH P Q) := by
      simp only [mul_add, add_mul, mul_smul_comm, smul_mul_assoc]
      module
    rw [e, comm_H_P h, comm_H_Q h, hI]
    module
  have hb : landauH P Q * (P - I • Q) - (P - I • Q) * landauH P Q
      = (c : ℂ) • (P - I • Q) := by
    have e : landauH P Q * (P - I • Q) - (P - I • Q) * landauH P Q
        = (landauH P Q * P - P * landauH P Q)
          - I • (landauH P Q * Q - Q * landauH P Q) := by
      simp only [mul_sub, sub_mul, mul_smul_comm, smul_mul_assoc]
      module
    rw [e, comm_H_P h, comm_H_Q h, hI]
    module
  have e := hw ((P - I • Q) ^ m * (P + I • Q) ^ n)
  rw [shift_mul (shift_pow hb m) (shift_pow ha n), map_smul, smul_eq_mul] at e
  rcases mul_eq_zero.mp e with h0 | h0
  · have hcast : (m : ℂ) = n := mul_right_cancel₀ hc' (by linear_combination h0)
    exact absurd (Nat.cast_injective hcast) hmn
  · exact h0
```

The pairs $(m,n)=(2,0)$ and $(0,2)$ reproduce $w(P^2)=w(Q^2)$ and $w(PQ+QP)=0$. For $m=n$ the rule imposes no condition.

## Landau levels on complex polynomials

A concrete example shows that the assumptions can hold for $c\neq0$ with a nonzero functional $w$. Such an example has to be infinite-dimensional: for $d\times d$ matrices with $d\geq1$ a commutator has trace zero, while $ic\,1$ has trace $icd$. Complex polynomials in $X$ suffice, and the first operator is multiplication by $X$.

```lean
/-- Multiplication by the variable on complex polynomials. -/
def raise : Module.End ℂ (Polynomial ℂ) := LinearMap.mulLeft ℂ X
```

The second is differentiation, $D=d/dX$, with $[D,X]=1$.

```lean
/-- Differentiation on complex polynomials. -/
def lower : Module.End ℂ (Polynomial ℂ) := derivative
```

Choose the momenta so that $P+iQ=2cD$ and $P-iQ=X$. Solving for $P$ gives

$$P=\tfrac12(2cD+X).$$

```lean
/-- The first kinetic momentum as an operator on polynomials. -/
def polyP (c : ℝ) : Module.End ℂ (Polynomial ℂ) :=
  (1 / 2 : ℂ) • ((2 * c : ℂ) • lower + raise)
```

Solving for $Q$ gives

$$Q=-\tfrac{i}{2}(2cD-X).$$

```lean
/-- The second kinetic momentum as an operator on polynomials. -/
def polyQ (c : ℝ) : Module.End ℂ (Polynomial ℂ) :=
  (-I / 2) • ((2 * c : ℂ) • lower - raise)
```

The functional for level $n=0,1,2,\dots$ applies an operator to $X^n$ and reads off the coefficient of $X^n$:

$$w_n(A)=\text{coefficient of }X^n\text{ in }A(X^n).$$

```lean
/-- The functional sending an operator `A` to the `n`-th coefficient of `A Xⁿ`. -/
def level (n : ℕ) : Module.End ℂ (Polynomial ℂ) →ₗ[ℂ] ℂ where
  toFun A := (A (X ^ n)).coeff n
  map_add' A B := by simp
  map_smul' a A := by simp
```

Direct multiplication gives $[P,Q]=ic\,1$ and

$$H=cXD+\tfrac c2,\qquad H X^n=c\left(n+\tfrac12\right)X^n .$$

$H$ multiplies the $n$-th coefficient of any polynomial by the same number $c(n+\frac12)$. The two terms of $w_n(HA-AH)$ are therefore equal: in one, $H$ acts on the coefficient that is read off, in the other on $X^n$ itself. Thus $w_n$ is stationary, with $w_n(1)=1$ and $w_n(H)=c(n+\frac12)$.

In the proof, `hH` is the formula for $H$, `hR` its action on the $n$-th coefficient, and `hL` its action on $X^n$.

```lean
/-- The polynomial momenta obey the commutation relation, and `level n` is a normalised
stationary functional with energy `c(n + 1/2)`. -/
theorem equipartition_witness (c : ℝ) (n : ℕ) :
    polyP c * polyQ c - polyQ c * polyP c = (I * c) • 1 ∧
    IsStationary (level n) (landauH (polyP c) (polyQ c)) ∧ level n 1 = 1 ∧
    level n (landauH (polyP c) (polyQ c)) = c * (n + 1 / 2) := by
  have hcomm : lower * raise - raise * lower = 1 := by
    refine LinearMap.ext fun f => ?_
    simp [lower, raise, Module.End.mul_apply, Polynomial.derivative_mul]
  have hLR : lower * raise = raise * lower + 1 := sub_eq_iff_eq_add'.mp hcomm
  have hII : (-I / 2) * (-I / 2) = (-1 / 4 : ℂ) := by
    linear_combination (1 / 4) * Complex.I_sq
  -- the Hamiltonian in terms of `raise` and `lower`
  have hH : landauH (polyP c) (polyQ c)
      = (c : ℂ) • (raise * lower) + (c / 2 : ℂ) • 1 := by
    simp only [landauH, polyP, polyQ, pow_two]
    rw [smul_mul_smul_comm (-I / 2), hII]
    simp only [mul_add, add_mul, mul_sub, sub_mul, smul_mul_assoc, mul_smul_comm, hLR]
    module
  have hf : ∀ f, landauH (polyP c) (polyQ c) f
      = (c : ℂ) • (X * derivative f) + (c / 2 : ℂ) • f := by
    intro f
    rw [hH]
    rfl
  have hX : ∀ (f : Polynomial ℂ) (k : ℕ), (X * derivative f).coeff k = k * f.coeff k := by
    intro f k
    cases k with
    | zero => simp
    | succ k =>
      rw [Polynomial.coeff_X_mul, Polynomial.coeff_derivative]
      push_cast
      ring
  have hpow : X * derivative (X ^ n : Polynomial ℂ) = (n : ℂ) • X ^ n := by
    ext k
    rw [hX, Polynomial.coeff_smul, smul_eq_mul, Polynomial.coeff_X_pow]
    split_ifs with hk
    · rw [hk]
    · simp
  have hR : ∀ f, (landauH (polyP c) (polyQ c) f).coeff n
      = c * (n + 1 / 2) * f.coeff n := by
    intro f
    rw [hf, Polynomial.coeff_add, Polynomial.coeff_smul, Polynomial.coeff_smul, hX,
      smul_eq_mul, smul_eq_mul]
    ring
  have hL : landauH (polyP c) (polyQ c) (X ^ n) = (c * (n + 1 / 2) : ℂ) • X ^ n := by
    rw [hf, hpow]
    module
  refine ⟨?_, ?_, ?_, ?_⟩
  · simp only [polyP, polyQ, mul_add, add_mul, mul_sub, sub_mul, smul_mul_assoc,
      mul_smul_comm, hLR]
    module
  · intro A
    rw [map_sub]
    change (landauH (polyP c) (polyQ c) (A (X ^ n))).coeff n
      - (A (landauH (polyP c) (polyQ c) (X ^ n))).coeff n = 0
    rw [hR, hL, map_smul, Polynomial.coeff_smul, smul_eq_mul, sub_self]
  · change (X ^ n : Polynomial ℂ).coeff n = 1
    simp
  · change (landauH (polyP c) (polyQ c) (X ^ n)).coeff n = _
    rw [hR]
    simp

end

end LandauEquipartition
```

For $c>0$ these are the familiar Landau energies, and equipartition gives $w_n(P^2)=w_n(Q^2)=c(n+\frac12)$. For $c<0$ the example remains algebraically valid, but its negative values of $w_n(H)$ cannot come from Hermitian momenta in a positive state. The physical levels for that sign, $|c|(n+\frac12)$, are obtained by building the two momenta with $|c|$ in place of $c$ and then exchanging them. The theorem exhibits these functionals; it does not classify all stationary ones or determine a Hilbert-space spectrum.

```lean
#print axioms LandauEquipartition.equipartition
-- 'LandauEquipartition.equipartition' depends on axioms: [propext, Classical.choice, Quot.sound]
#print axioms LandauEquipartition.isotropy
-- 'LandauEquipartition.isotropy' depends on axioms: [propext, Classical.choice, Quot.sound]
#print axioms LandauEquipartition.cross_moment
-- 'LandauEquipartition.cross_moment' depends on axioms: [propext, Classical.choice, Quot.sound]
#print axioms LandauEquipartition.selection_rule
-- 'LandauEquipartition.selection_rule' depends on axioms: [propext, Classical.choice, Quot.sound]
```
